# With factorised integrals and an orbital gap, the closed-shell SOS-MP2 correlation energy is −c ∫₀^∞ tr X(t)² dt

If the orbital-energy denominator stays as it is, the opposite-spin MP2 sum is expensive. The denominator ties two occupied and two virtual orbitals together, so the direct route builds every integral (ia|jb), squares it and divides. With density-fitted integrals, the work then grows as the fifth power of system size. The Laplace route is said to avoid this: write the integrals as products of three-index factors, replace the inverse denominator by an integral of exponentials over t, and the whole sum becomes the integral of the trace of the square of a small positive semidefinite matrix X(t). I would like to see this made rigorous and machine-checked in Lean, including the integral over t and the error made when a finite grid replaces it. How does it go?

## One exponential for each excitation

Let i, j be occupied orbitals, a, b virtual orbitals, and μ, ν auxiliary functions. Write p = (i,a) and q = (j,b) for excitations, e for orbital energies, and Δ(p) = e(a) − e(i). The integrals and denominators are

(ia|jb) = Σ_μ B(p,μ) B(q,μ)

D(p,q) = e(a) + e(b) − e(i) − e(j) = Δ(p) + Δ(q)

and the matrix over auxiliary functions is

X(t)_μν = Σ_p B(p,μ) B(p,ν) exp(−Δ(p)t).

Since D is a sum of two excitation energies, its exponential is a product. Squaring the integral introduces a second auxiliary index, and the factors can be grouped by excitation:

(ia|jb)² exp(−D(p,q)t) = Σ_μν [B(p,μ) B(p,ν) exp(−Δ(p)t)] [B(q,ν) B(q,μ) exp(−Δ(q)t)].

Now sum over p and q. The first bracket becomes X(t)_μν and the second X(t)_νμ, so

Σ_pq (ia|jb)² exp(−D(p,q)t) = Σ_μν X(t)_μν X(t)_νμ = tr X(t)².

X(t) is symmetric, and for any real vector x

x·X(t)x = Σ_p exp(−Δ(p)t) (Σ_μ B(p,μ) x_μ)² ≥ 0,

so it is positive semidefinite. If X(t)x = 0, every term on the right vanishes; the exponentials are positive, so Σ_μ B(p,μ) x_μ = 0 for every p. Conversely, that condition gives

(X(t)x)_μ = Σ_p B(p,μ) exp(−Δ(p)t) Σ_ν B(p,ν) x_ν = 0.

The null vectors are therefore the same at every t.

## From the trace to the energy and its grid error

Suppose every occupied level lies below every virtual one. Then D > 0 and

∫₀^∞ exp(−Dt) dt = 1/D.

Integrating the finite sum term by term gives

E = −c Σ_pq (ia|jb)²/D(p,q) = −c ∫₀^∞ tr X(t)² dt,

where c is the scaling factor of the method.

For a grid with points s_k and weights w_k, let E_grid = −c Σ_k w_k tr X(s_k)², and put v(p,q) = (ia|jb)²/D(p,q), which is nonnegative. The trace identity at each point gives

E_grid − E = c Σ_pq v(p,q) [1 − D(p,q) Σ_k w_k exp(−D(p,q)s_k)].

If each bracket is at most δ in absolute value, then

|E_grid − E| ≤ |c| δ Σ_pq v(p,q) = δ|E|.

The last equality holds because all contributions to E have the same sign.

## How the Lean objects correspond to the physics

The finite types `O`, `V` and `P` index occupied orbitals, virtual orbitals and auxiliary functions. An excitation is an element of `O × V`, so `p.1` is the occupied and `p.2` the virtual orbital. The functions `eo` and `ev` give the orbital energies, and `B` is an arbitrary real array. The definitions `eri`, `denom`, `laplaceX` and `sosEnergy` are (ia|jb), D, X(t) and E.

The results say the following:

- `sum_eri_sq_exp_eq_trace` is the trace identity. It holds for all real t and all orbital energies, with no gap assumed.
- `laplaceX_posSemidef` and `laplaceX_mulVec_eq_zero_iff` give positivity, which includes symmetry, and the description of the null vectors, under the same general conditions.
- `sosEnergy_eq_integral` says that tr X(t)² is integrable over t > 0 and that the energy formula holds.
- `quadrature_error` is the grid bound, with arbitrary real points and weights indexed by a finite type `K`.

The last two assume `gap : ∀ i a, eo i < ev a`. Physically, this is a reference determinant with a positive HOMO–LUMO gap; it makes every denominator positive. The grid bound also assumes `h`, the relative accuracy δ for 1/D at each denominator that occurs. No particular grid is constructed.

The convention is that of a closed-shell Hartree–Fock reference with real canonical orbitals, where both spins have the same occupied and the same virtual orbitals. The energy expression is taken as a definition and not derived from perturbation theory, and the same-spin part of MP2 is absent. Nor is the error of density fitting estimated: the identities are exact for the integrals that `B` generates, however well those approximate the true ones.

```lean
import Mathlib

open MeasureTheory Matrix

namespace LaplaceSOSMP2

noncomputable section

variable {O V P : Type*} [Fintype O] [Fintype V] [Fintype P]

/-- The factorised two-electron integral (ia|jb), for excitations p = (i,a) and q = (j,b). -/
def eri (B : O × V → P → ℝ) (p q : O × V) : ℝ := ∑ μ, B p μ * B q μ

/-- The orbital-energy denominator e(a) + e(b) - e(i) - e(j). -/
def denom (eo : O → ℝ) (ev : V → ℝ) (p q : O × V) : ℝ :=
  ev p.2 + ev q.2 - eo p.1 - eo q.1

/-- The matrix X(t) over auxiliary functions, with each excitation weighted by
exp(-(e(a) - e(i)) t). -/
def laplaceX (eo : O → ℝ) (ev : V → ℝ) (B : O × V → P → ℝ) (t : ℝ) : Matrix P P ℝ :=
  Matrix.of fun μ ν => ∑ p : O × V, B p μ * B p ν * Real.exp (-(ev p.2 - eo p.1) * t)

/-- The opposite-spin MP2 energy scaled by c. A term whose denominator is zero counts as 0, by
Lean's convention for division. -/
def sosEnergy (c : ℝ) (eo : O → ℝ) (ev : V → ℝ) (B : O × V → P → ℝ) : ℝ :=
  -c * ∑ p : O × V, ∑ q : O × V, eri B p q ^ 2 / denom eo ev p q

/-- The quadratic form of X(t) is a sum of squares, one per excitation, with exponential
weights. -/
theorem laplaceX_quadratic (eo : O → ℝ) (ev : V → ℝ) (B : O × V → P → ℝ) (t : ℝ)
    (x : P → ℝ) :
    x ⬝ᵥ (laplaceX eo ev B t *ᵥ x) =
      ∑ p : O × V, Real.exp (-(ev p.2 - eo p.1) * t) * (∑ μ, B p μ * x μ) ^ 2 := by
  have R : ∀ p : O × V,
      Real.exp (-(ev p.2 - eo p.1) * t) * (∑ μ, B p μ * x μ) ^ 2 =
        ∑ μ, ∑ ν, x μ * (B p μ * B p ν * Real.exp (-(ev p.2 - eo p.1) * t) * x ν) := by
    intro p
    rw [sq, Finset.sum_mul_sum, Finset.mul_sum]
    refine Finset.sum_congr rfl fun μ _ => ?_
    rw [Finset.mul_sum]
    exact Finset.sum_congr rfl fun ν _ => by ring
  rw [Finset.sum_congr rfl fun p _ => R p]
  simp only [dotProduct, Matrix.mulVec, laplaceX, Matrix.of_apply, Finset.sum_mul,
    Finset.mul_sum]
  symm
  refine Finset.sum_comm.trans ?_
  exact Finset.sum_congr rfl fun μ _ => Finset.sum_comm

/-- X(t) is positive semidefinite for every t. -/
theorem laplaceX_posSemidef (eo : O → ℝ) (ev : V → ℝ) (B : O × V → P → ℝ) (t : ℝ) :
    (laplaceX eo ev B t).PosSemidef := by
  refine Matrix.PosSemidef.of_dotProduct_mulVec_nonneg
    (Matrix.IsHermitian.ext fun μ ν => ?_) fun x => ?_
  · simp only [star_trivial, laplaceX, Matrix.of_apply]
    exact Finset.sum_congr rfl fun p _ => by ring
  · rw [star_trivial, laplaceX_quadratic]
    exact Finset.sum_nonneg fun p _ => by positivity

/-- A vector is annihilated by X(t) exactly when it is annihilated by the factor B. -/
theorem laplaceX_mulVec_eq_zero_iff (eo : O → ℝ) (ev : V → ℝ) (B : O × V → P → ℝ)
    (t : ℝ) (x : P → ℝ) :
    laplaceX eo ev B t *ᵥ x = 0 ↔ ∀ p, ∑ μ, B p μ * x μ = 0 := by
  constructor
  · intro h p
    have hq := laplaceX_quadratic eo ev B t x
    rw [h, dotProduct_zero] at hq
    have hn : ∀ p ∈ (Finset.univ : Finset (O × V)),
        0 ≤ Real.exp (-(ev p.2 - eo p.1) * t) * (∑ μ, B p μ * x μ) ^ 2 :=
      fun p _ => by positivity
    -- a vanishing sum of nonnegative terms vanishes term by term
    have h0 := (Finset.sum_eq_zero_iff_of_nonneg hn).1 hq.symm p (Finset.mem_univ p)
    exact (pow_eq_zero_iff two_ne_zero).1
      ((mul_eq_zero.1 h0).resolve_left (Real.exp_ne_zero _))
  · intro h
    funext μ
    simp only [Matrix.mulVec, dotProduct, laplaceX, Matrix.of_apply, Pi.zero_apply,
      Finset.sum_mul]
    rw [Finset.sum_comm]
    refine Finset.sum_eq_zero fun p _ => ?_
    calc ∑ ν, B p μ * B p ν * Real.exp (-(ev p.2 - eo p.1) * t) * x ν
        = B p μ * Real.exp (-(ev p.2 - eo p.1) * t) * ∑ ν, B p ν * x ν := by
          rw [Finset.mul_sum]
          exact Finset.sum_congr rfl fun ν _ => by ring
      _ = 0 := by rw [h p, mul_zero]

/-- Laplace factorisation: the sum of (ia|jb)² exp(-Dt) over all pairs of excitations is the
trace of X(t)². -/
theorem sum_eri_sq_exp_eq_trace (eo : O → ℝ) (ev : V → ℝ) (B : O × V → P → ℝ) (t : ℝ) :
    ∑ p : O × V, ∑ q : O × V, eri B p q ^ 2 * Real.exp (-denom eo ev p q * t) =
      (laplaceX eo ev B t * laplaceX eo ev B t).trace := by
  have swap : ∀ F : O × V → O × V → P → P → ℝ,
      ∑ p, ∑ q, ∑ μ, ∑ ν, F p q μ ν = ∑ μ, ∑ ν, ∑ p, ∑ q, F p q μ ν := by
    intro F
    calc ∑ p, ∑ q, ∑ μ, ∑ ν, F p q μ ν
        = ∑ p, ∑ μ, ∑ q, ∑ ν, F p q μ ν :=
          Finset.sum_congr rfl fun p _ => Finset.sum_comm
      _ = ∑ μ, ∑ p, ∑ q, ∑ ν, F p q μ ν := Finset.sum_comm
      _ = ∑ μ, ∑ p, ∑ ν, ∑ q, F p q μ ν :=
          Finset.sum_congr rfl fun μ _ => Finset.sum_congr rfl fun p _ => Finset.sum_comm
      _ = ∑ μ, ∑ ν, ∑ p, ∑ q, F p q μ ν :=
          Finset.sum_congr rfl fun μ _ => Finset.sum_comm
  -- expand the squared integral and split the exponential between the two excitations
  have L : ∀ p q : O × V, eri B p q ^ 2 * Real.exp (-denom eo ev p q * t) =
      ∑ μ, ∑ ν, (B p μ * B p ν * Real.exp (-(ev p.2 - eo p.1) * t)) *
        (B q ν * B q μ * Real.exp (-(ev q.2 - eo q.1) * t)) := by
    intro p q
    have he : Real.exp (-denom eo ev p q * t) =
        Real.exp (-(ev p.2 - eo p.1) * t) * Real.exp (-(ev q.2 - eo q.1) * t) := by
      rw [← Real.exp_add]
      congr 1
      unfold denom
      ring
    rw [he, eri, sq, Finset.sum_mul_sum, Finset.sum_mul]
    refine Finset.sum_congr rfl fun μ _ => ?_
    rw [Finset.sum_mul]
    exact Finset.sum_congr rfl fun ν _ => by ring
  rw [Finset.sum_congr rfl fun p _ => Finset.sum_congr rfl fun q _ => L p q, swap]
  simp only [Matrix.trace, Matrix.diag_apply, Matrix.mul_apply, laplaceX, Matrix.of_apply,
    Finset.sum_mul_sum]

/-- If every occupied level lies below every virtual level, tr X(t)² is integrable over
t > 0 and the SOS-MP2 energy is -c times its integral. -/
theorem sosEnergy_eq_integral (c : ℝ) (eo : O → ℝ) (ev : V → ℝ) (B : O × V → P → ℝ)
    (gap : ∀ i a, eo i < ev a) :
    IntegrableOn (fun t => (laplaceX eo ev B t * laplaceX eo ev B t).trace) (Set.Ioi 0) ∧
    sosEnergy c eo ev B =
      -c * ∫ t in Set.Ioi (0 : ℝ), (laplaceX eo ev B t * laplaceX eo ev B t).trace := by
  have hD : ∀ p q, -denom eo ev p q < 0 := by
    intro p q
    unfold denom
    linarith [gap p.1 p.2, gap q.1 q.2]
  have hint : ∀ p q, Integrable
      (fun t : ℝ => eri B p q ^ 2 * Real.exp (-denom eo ev p q * t))
      (volume.restrict (Set.Ioi 0)) :=
    fun p q => Integrable.const_mul (integrableOn_exp_mul_Ioi (hD p q) 0) _
  have hfun : (fun t => (laplaceX eo ev B t * laplaceX eo ev B t).trace) =
      fun t => ∑ p : O × V, ∑ q : O × V,
        eri B p q ^ 2 * Real.exp (-denom eo ev p q * t) :=
    funext fun t => (sum_eri_sq_exp_eq_trace eo ev B t).symm
  rw [hfun]
  constructor
  · exact MeasureTheory.integrable_finsetSum _ fun p _ => MeasureTheory.integrable_finsetSum _ fun q _ => hint p q
  · rw [MeasureTheory.integral_finsetSum _ fun p _ => MeasureTheory.integrable_finsetSum _ fun q _ => hint p q]
    unfold sosEnergy
    congr 1
    refine Finset.sum_congr rfl fun p _ => ?_
    rw [MeasureTheory.integral_finsetSum _ fun q _ => hint p q]
    refine Finset.sum_congr rfl fun q _ => ?_
    -- each exponential integrates to the inverse denominator
    rw [integral_const_mul, integral_exp_mul_Ioi (hD p q) 0, mul_zero, Real.exp_zero,
      neg_div_neg_eq, mul_one_div]

/-- If every occupied level lies below every virtual level and a quadrature reproduces 1/D with
relative error at most δ for every orbital-energy denominator D, then it reproduces the SOS-MP2
energy with an error of at most δ times the absolute value of that energy. -/
theorem quadrature_error {K : Type*} [Fintype K] (c δ : ℝ) (eo : O → ℝ) (ev : V → ℝ)
    (B : O × V → P → ℝ) (w s : K → ℝ) (gap : ∀ i a, eo i < ev a)
    (h : ∀ p q, |1 - denom eo ev p q * ∑ k, w k * Real.exp (-denom eo ev p q * s k)| ≤ δ) :
    |-c * ∑ k, w k * (laplaceX eo ev B (s k) * laplaceX eo ev B (s k)).trace
      - sosEnergy c eo ev B| ≤ δ * |sosEnergy c eo ev B| := by
  have hD : ∀ p q, 0 < denom eo ev p q := by
    intro p q
    unfold denom
    linarith [gap p.1 p.2, gap q.1 q.2]
  have hv : ∀ p q, 0 ≤ eri B p q ^ 2 / denom eo ev p q :=
    fun p q => div_nonneg (sq_nonneg _) (hD p q).le
  have hS : 0 ≤ ∑ p : O × V, ∑ q : O × V, eri B p q ^ 2 / denom eo ev p q :=
    Finset.sum_nonneg fun p _ => Finset.sum_nonneg fun q _ => hv p q
  have hq : ∑ k, w k * (laplaceX eo ev B (s k) * laplaceX eo ev B (s k)).trace =
      ∑ p : O × V, ∑ q : O × V,
        eri B p q ^ 2 * ∑ k, w k * Real.exp (-denom eo ev p q * s k) := by
    simp only [← sum_eri_sq_exp_eq_trace, Finset.mul_sum]
    refine Finset.sum_comm.trans (Finset.sum_congr rfl fun p _ => ?_)
    refine Finset.sum_comm.trans (Finset.sum_congr rfl fun q _ => ?_)
    exact Finset.sum_congr rfl fun k _ => by ring
  -- the error of a single pair of excitations
  have term : ∀ p q, |eri B p q ^ 2 * ∑ k, w k * Real.exp (-denom eo ev p q * s k)
      - eri B p q ^ 2 / denom eo ev p q| ≤ δ * (eri B p q ^ 2 / denom eo ev p q) := by
    intro p q
    have h1 := div_mul_cancel₀ (eri B p q ^ 2) (hD p q).ne'
    have h2 : eri B p q ^ 2 * ∑ k, w k * Real.exp (-denom eo ev p q * s k)
        - eri B p q ^ 2 / denom eo ev p q = -(eri B p q ^ 2 / denom eo ev p q) *
          (1 - denom eo ev p q * ∑ k, w k * Real.exp (-denom eo ev p q * s k)) := by
      linear_combination (-∑ k, w k * Real.exp (-denom eo ev p q * s k)) * h1
    rw [h2, abs_mul, abs_neg, abs_of_nonneg (hv p q), mul_comm δ]
    exact mul_le_mul_of_nonneg_left (h p q) (hv p q)
  have key : |∑ p : O × V, ∑ q : O × V,
        eri B p q ^ 2 * ∑ k, w k * Real.exp (-denom eo ev p q * s k)
      - ∑ p : O × V, ∑ q : O × V, eri B p q ^ 2 / denom eo ev p q| ≤
      δ * ∑ p : O × V, ∑ q : O × V, eri B p q ^ 2 / denom eo ev p q := by
    simp only [← Finset.sum_sub_distrib]
    refine (Finset.abs_sum_le_sum_abs _ _).trans ?_
    rw [Finset.mul_sum]
    refine Finset.sum_le_sum fun p _ => (Finset.abs_sum_le_sum_abs _ _).trans ?_
    rw [Finset.mul_sum]
    exact Finset.sum_le_sum fun q _ => term p q
  rw [hq, sosEnergy, ← mul_sub, abs_mul, abs_mul, abs_of_nonneg hS, mul_left_comm]
  exact mul_le_mul_of_nonneg_left key (abs_nonneg _)

end

end LaplaceSOSMP2
```

```lean
#print axioms LaplaceSOSMP2.laplaceX_posSemidef
#print axioms LaplaceSOSMP2.laplaceX_mulVec_eq_zero_iff
#print axioms LaplaceSOSMP2.sosEnergy_eq_integral
#print axioms LaplaceSOSMP2.quadrature_error
```

```
'LaplaceSOSMP2.laplaceX_posSemidef' depends on axioms: [propext, Classical.choice, Quot.sound]
'LaplaceSOSMP2.laplaceX_mulVec_eq_zero_iff' depends on axioms: [propext, Classical.choice, Quot.sound]
'LaplaceSOSMP2.sosEnergy_eq_integral' depends on axioms: [propext, Classical.choice, Quot.sound]
'LaplaceSOSMP2.quadrature_error' depends on axioms: [propext, Classical.choice, Quot.sound]
```

## How the proof follows the algebra

`laplaceX_quadratic` is the sum-of-squares formula. Its local statement `R` expands one weighted square into a double sum over auxiliary functions, and exchanges of summation then match it to the quadratic form. `laplaceX_posSemidef` combines this formula with symmetry, and `positivity` shows that each term is nonnegative. For the null vectors, `Finset.sum_eq_zero_iff_of_nonneg` supplies the step from a vanishing sum to vanishing terms.

In the trace theorem, `he` splits the exponential and `L` is the grouped expansion for one pair of excitations. After the sums are reordered, `simp` uses `Finset.sum_mul_sum` to expand each product of two entries of X(t) into the matching double sum.

For the energy, `hD` derives −D < 0 from the gap. `integrableOn_exp_mul_Ioi` then gives integrability of each exponential, and `integral_exp_mul_Ioi` gives its value. Integrability belongs in the statement because Lean assigns the value 0 to the integral of a non-integrable function.

In the grid bound, `hq` rewrites the grid sum pair by pair, `term` bounds the error of one pair, and `key` adds these bounds with the triangle inequality. The final lines restore the factor c.

## Reordering four sums with `Finset.sum_comm`

The trace identity turns on moving the auxiliary sums outside the excitation sums. `Finset.sum_comm` exchanges two adjacent sums, so the local lemma `swap` makes four such exchanges:

p q μ ν → p μ q ν → μ p q ν → μ p ν q → μ ν p q

When the pair to be exchanged sits inside other sums, `Finset.sum_congr` first fixes the outer indices. The lemma is stated for an arbitrary function `F` of four indices, so the reordering is proved without carrying the integrals and exponentials along. A single `rw` then applies it to the real summand, with Lean working out what `F` must be.

## The same step in a program

Let `B` be stored with one row per excitation and one column per auxiliary function, and let `delta` hold the values Δ(p). In Python with NumPy, the grid energy is

```python
E = 0.0
for s_k, w_k in zip(s, w):
    Y = B * np.exp(-0.5 * delta * s_k)[:, None]
    X = Y.T @ Y
    E -= c * w_k * np.sum(X * X)
```

Half of each exponent goes into each copy of `B`, so X = YᵀY is visibly positive semidefinite. Because X is symmetric, tr X² is the sum of its squared entries, and no second matrix product is needed.

Forming X takes of the order of |O||V||P|² operations per grid point, against |O|²|V|²|P| for building all the integrals. For a finite orbital basis with a gap, and a number of grid points that does not grow with the system, the cost of computing the opposite-spin correlation energy thus grows as the fourth power of system size instead of the fifth. These operation counts describe the program; the Lean theorems concern the values it computes in exact arithmetic.

To use the error bound, it is enough to have a grid that reproduces 1/D to relative accuracy δ on the whole interval between the smallest and largest denominators. The smallest is twice the HOMO–LUMO gap, and the largest is twice the distance from the lowest occupied to the highest virtual level included.
